# Conservation of the Matsubara phase from imaginary-time translation symmetry

## Angular momentum in a planar well

A particle of mass 2 moves in the plane in the potential $U(q)=q_0^2+q_1^2$. The matrix
$$G=\begin{pmatrix}0&-1\\1&0\end{pmatrix}$$
generates rotations, and $\langle p,Gq\rangle=q_0p_1-q_1p_0$ is the angular momentum. The gradient $2q$ is orthogonal to $Gq=(-q_1,q_0)$, so there is no torque. On the orbit $q=(\cos t,\sin t)$, $p=(-2\sin t,2\cos t)$ the angular momentum is always 2.

## Imaginary time as an angle

In Matsubara dynamics the coordinate is a closed path in imaginary time, here an angle $\theta\in[0,2\pi]$, with finitely many modes:
$$x(\theta)=\sum_{k=-M}^{M}q_k\,u_k(\theta),\qquad u_k(\theta)=\cos k\theta+\sin k\theta .$$
Since $u_k'=k\,u_{-k}$, the derivative $x'(\theta)$ is the path with amplitudes $(Gq)_k=-k\,q_{-k}$. This $G$ generates translations in imaginary time, and the Matsubara phase $\langle p,Gq\rangle$ plays the part of the angular momentum. It enters the complex weight by which finitely many modes approximate the quantum Boltzmann distribution. Its constancy, together with that of the energy, keeps this weight constant along every trajectory.

## What is assumed and what is conserved

`phase_conserved` takes a real antisymmetric matrix $G$ and a differentiable $U$ with $\nabla U(q)\perp Gq$ at every $q$. It concludes that $U(e^{sG}q)=U(q)$ for all $s$ and $q$, and that $\langle p,Gq\rangle$ is constant along every trajectory with force $-\nabla U$.

Vectors are functions `n → ℝ` on a finite index set, `⬝ᵥ` is the scalar product, and `grad` collects the partial derivatives. `IsTrajectory` means $p=m\dot q$ and $\dot p=F(q)$ at all real times; for $m>0$ and $F=-\nabla U$ these are Hamilton's equations. The existence of trajectories is not addressed.

`matsubara_phase_conserved` treats one physical coordinate, any finite $M$ and any continuously differentiable $V$. The index `i` stands for $k=i-M$, and `i.rev` for $-k$. The force is
$$F_k(q)=-\frac1{2\pi}\int_0^{2\pi}V'(x(\theta))\,u_k(\theta)\,d\theta .$$
With $\theta=2\pi\tau/(\beta\hbar)$, a factor $2\pi/(\beta\hbar)$ turns the integers $k$ in $G$ into Matsubara frequencies. The limit $M\to\infty$ is not treated.

For $M=0$ only the centroid remains: the force is $-V'(q_0)$, $G=0$, and the phase is zero.

## The derivation

Antisymmetry gives $\langle v,Gv\rangle=\langle G^Tv,v\rangle=-\langle v,Gv\rangle$, hence $\langle v,Gv\rangle=0$. Therefore
$$\frac{d}{dt}\langle p,Gq\rangle=\langle F(q),Gq\rangle+m\langle\dot q,G\dot q\rangle=\langle F(q),Gq\rangle .$$
The phase is constant exactly when this vanishes along the trajectory, as it does for $F=-\nabla U$ with $\nabla U(q)\perp Gq$.

For the symmetry, put $q_s=e^{sG}q$, so that $dq_s/ds=Gq_s$ and
$$\frac{d}{ds}U(q_s)=\langle\nabla U(q_s),Gq_s\rangle .$$
Orthogonality makes $U(q_s)$ constant; conversely, invariance gives orthogonality at $s=0$.

For the Matsubara force, $G_{kl}=l\,\delta_{l,-k}$ is antisymmetric, and
$$\langle F(q),Gq\rangle=-\frac1{2\pi}\int_0^{2\pi}V'(x)\,x'\,d\theta=-\frac{V(x(2\pi))-V(x(0))}{2\pi}=0,$$
because the path is closed.

## The Lean file

```lean
import Mathlib

open Matrix
open scoped Matrix.Norms.Operator

namespace MatsubaraPhase

noncomputable section

variable {n : Type*} [Fintype n]

/-- The gradient of a differentiable potential: the vector of its partial derivatives. -/
def grad [DecidableEq n] (U : (n → ℝ) → ℝ) (q : n → ℝ) (i : n) : ℝ :=
  fderiv ℝ U q (Pi.single i 1)

/-- The phase `⟨p, G q⟩` belonging to the generator `G`. -/
def phase (G : Matrix n n ℝ) (q p : n → ℝ) : ℝ := p ⬝ᵥ (G *ᵥ q)

/-- The shift `q ↦ exp(s G) q` generated by `G`. -/
def shift [DecidableEq n] (G : Matrix n n ℝ) (s : ℝ) (q : n → ℝ) : n → ℝ :=
  NormedSpace.exp (s • G) *ᵥ q

/-- Classical motion with mass `m` in the force field `F`: `p = m q'` and `p' = F(q)`. -/
structure IsTrajectory (m : ℝ) (F : (n → ℝ) → n → ℝ) (q p : ℝ → n → ℝ) : Prop where
  diff : Differentiable ℝ q
  momentum : ∀ t, p t = m • deriv q t
  newton : ∀ t, HasDerivAt p (F (q t)) t

/-- Lean's derivative `fderiv` of `U` at `q`, applied to `v`, is the scalar product of `grad U q`
with `v`. -/
theorem fderiv_eq_grad [DecidableEq n] (U : (n → ℝ) → ℝ) (q v : n → ℝ) :
    fderiv ℝ U q v = grad U q ⬝ᵥ v := by
  have hv : v = ∑ i, v i • (Pi.single i (1 : ℝ) : n → ℝ) := by
    ext j
    simp [Finset.sum_apply, Pi.single_apply]
  calc fderiv ℝ U q v = fderiv ℝ U q (∑ i, v i • (Pi.single i (1 : ℝ) : n → ℝ)) :=
        congrArg _ hv
    _ = ∑ i, grad U q i * v i := by
        rw [map_sum]
        refine Finset.sum_congr rfl fun i _ => ?_
        rw [map_smul, smul_eq_mul, mul_comm, grad]

/-- An antisymmetric matrix sends every vector to an orthogonal one. -/
theorem dot_antisymm {G : Matrix n n ℝ} (hG : Gᵀ = -G) (v : n → ℝ) :
    v ⬝ᵥ (G *ᵥ v) = 0 := by
  have h : v ⬝ᵥ (G *ᵥ v) = -(v ⬝ᵥ (G *ᵥ v)) := by
    calc v ⬝ᵥ (G *ᵥ v) = (Gᵀ *ᵥ v) ⬝ᵥ v := by
          rw [Matrix.mulVec_transpose, Matrix.dotProduct_mulVec]
      _ = -(v ⬝ᵥ (G *ᵥ v)) := by
          rw [hG, Matrix.neg_mulVec, neg_dotProduct, dotProduct_comm]
  linarith

/-- Along a trajectory the phase changes at the rate `⟨F(q), G q⟩`. -/
theorem phase_hasDerivAt {G : Matrix n n ℝ} (hG : Gᵀ = -G) {m : ℝ}
    {F : (n → ℝ) → n → ℝ} {q p : ℝ → n → ℝ} (h : IsTrajectory m F q p) (t : ℝ) :
    HasDerivAt (fun s => phase G (q s) (p s)) (F (q t) ⬝ᵥ (G *ᵥ q t)) t := by
  have hq : ∀ j, HasDerivAt (fun s => q s j) (deriv q t j) t :=
    hasDerivAt_pi.1 (h.diff t).hasDerivAt
  have hp : ∀ j, HasDerivAt (fun s => p s j) (F (q t) j) t := hasDerivAt_pi.1 (h.newton t)
  have hGq : ∀ i, HasDerivAt (fun s => (G *ᵥ q s) i) ((G *ᵥ deriv q t) i) t := by
    intro i
    simp only [Matrix.mulVec, dotProduct]
    exact HasDerivAt.fun_sum fun j _ => (hq j).const_mul (G i j)
  have hs : HasDerivAt (fun s => ∑ i, p s i * (G *ᵥ q s) i)
      (∑ i, (F (q t) i * (G *ᵥ q t) i + p t i * (G *ᵥ deriv q t) i)) t :=
    HasDerivAt.fun_sum fun i _ => (hp i).fun_mul (hGq i)
  -- the kinetic contribution vanishes by antisymmetry
  have kin : p t ⬝ᵥ (G *ᵥ deriv q t) = 0 := by
    rw [h.momentum t, smul_dotProduct, dot_antisymm hG, smul_zero]
  refine HasDerivAt.congr_deriv hs ?_
  rw [Finset.sum_add_distrib]
  change F (q t) ⬝ᵥ (G *ᵥ q t) + p t ⬝ᵥ (G *ᵥ deriv q t) = _
  rw [kin, add_zero]

/-- The phase is constant along a trajectory exactly when the force is orthogonal to `G q`
at every point of that trajectory. -/
theorem phase_constant_iff {G : Matrix n n ℝ} (hG : Gᵀ = -G) {m : ℝ}
    {F : (n → ℝ) → n → ℝ} {q p : ℝ → n → ℝ} (h : IsTrajectory m F q p) :
    (∀ t, phase G (q t) (p t) = phase G (q 0) (p 0)) ↔
      ∀ t, F (q t) ⬝ᵥ (G *ᵥ q t) = 0 := by
  constructor
  · intro hc t
    have hd := phase_hasDerivAt hG h t
    rw [funext hc] at hd
    exact hd.unique (hasDerivAt_const _ _)
  · intro h0 t
    exact is_const_of_deriv_eq_zero (fun s => (phase_hasDerivAt hG h s).differentiableAt)
      (fun s => (phase_hasDerivAt hG h s).deriv.trans (h0 s)) t 0

/-- A differentiable potential is invariant under all shifts `exp(s G)` exactly when its
gradient at every `q` is orthogonal to `G q`. -/
theorem shift_invariant_iff [DecidableEq n] (G : Matrix n n ℝ) {U : (n → ℝ) → ℝ}
    (hU : Differentiable ℝ U) :
    (∀ s q, U (shift G s q) = U q) ↔ ∀ q, grad U q ⬝ᵥ (G *ᵥ q) = 0 := by
  have h0 : ∀ q, shift G 0 q = q := fun q => by simp [shift]
  -- the shifted point `x = exp(s G) q` moves with velocity `G x`
  have hflow : ∀ q s, HasDerivAt (fun s => shift G s q) (G *ᵥ shift G s q) s := by
    intro q s
    let L : Matrix n n ℝ →ₗ[ℝ] (n → ℝ) :=
      { toFun := fun A => A *ᵥ q
        map_add' := fun A B => Matrix.add_mulVec A B q
        map_smul' := fun c A => by
          ext i
          simp [Matrix.mulVec, dotProduct, Finset.mul_sum, mul_assoc] }
    have h := (LinearMap.toContinuousLinearMap L).hasFDerivAt.comp_hasDerivAt s
      (hasDerivAt_exp_smul_const' (𝕂 := ℝ) G s)
    refine HasDerivAt.congr_deriv h ?_
    change (G * NormedSpace.exp (s • G)) *ᵥ q = G *ᵥ (NormedSpace.exp (s • G) *ᵥ q)
    rw [Matrix.mulVec_mulVec]
  have hd : ∀ q s, HasDerivAt (fun s => U (shift G s q))
      (grad U (shift G s q) ⬝ᵥ (G *ᵥ shift G s q)) s := by
    intro q s
    rw [← fderiv_eq_grad]
    exact (hU _).hasFDerivAt.comp_hasDerivAt s (hflow q s)
  constructor
  · intro h q
    have h1 := hd q 0
    simp only [h, h0] at h1
    exact h1.unique (hasDerivAt_const _ _)
  · intro h s q
    have h1 := is_const_of_deriv_eq_zero (fun s => (hd q s).differentiableAt)
      (fun s => (hd q s).deriv.trans (h _)) s 0
    simpa only [h0] using h1

/-- If the gradient of `U` is everywhere orthogonal to `G q`, with `G` antisymmetric, then `U` is
invariant under the shifts `exp(s G)` and the phase is constant along every trajectory. -/
theorem phase_conserved [DecidableEq n] {G : Matrix n n ℝ} (hG : Gᵀ = -G)
    {U : (n → ℝ) → ℝ} (hU : Differentiable ℝ U) (h : ∀ q, grad U q ⬝ᵥ (G *ᵥ q) = 0) :
    (∀ s q, U (shift G s q) = U q) ∧
      ∀ (m : ℝ) (q p : ℝ → n → ℝ), IsTrajectory m (fun x => -grad U x) q p →
        ∀ t, phase G (q t) (p t) = phase G (q 0) (p 0) := by
  refine ⟨(shift_invariant_iff G hU).2 h, fun m q p hT => (phase_constant_iff hG hT).2 ?_⟩
  intro t
  rw [neg_dotProduct, h, neg_zero]

/-- The planar harmonic well `x² + y²`. -/
def well (q : Fin 2 → ℝ) : ℝ := q 0 * q 0 + q 1 * q 1

/-- The planar well with the generator of rotations meets the hypotheses of `phase_conserved`,
and a circular orbit of mass 2 in it has phase 2. -/
theorem phase_conserved_witness :
    (!![0, -1; 1, 0] : Matrix (Fin 2) (Fin 2) ℝ)ᵀ = -!![0, -1; 1, 0] ∧
    Differentiable ℝ well ∧
    (∀ q, grad well q ⬝ᵥ (!![0, -1; 1, 0] *ᵥ q) = 0) ∧
    IsTrajectory 2 (fun x => -grad well x) (fun t => ![Real.cos t, Real.sin t])
      (fun t => ![-2 * Real.sin t, 2 * Real.cos t]) ∧
    ∀ t, phase !![0, -1; 1, 0] ![Real.cos t, Real.sin t]
      ![-2 * Real.sin t, 2 * Real.cos t] = 2 := by
  let P (i : Fin 2) : (Fin 2 → ℝ) →L[ℝ] ℝ := ContinuousLinearMap.proj i
  have hP : ∀ i (q : Fin 2 → ℝ), HasFDerivAt (fun x : Fin 2 → ℝ => x i) (P i) q :=
    fun i q => (P i).hasFDerivAt
  have hw : ∀ q, HasFDerivAt well
      (q 0 • P 0 + q 0 • P 0 + (q 1 • P 1 + q 1 • P 1)) q :=
    fun q => ((hP 0 q).mul (hP 0 q)).add ((hP 1 q).mul (hP 1 q))
  have hg : ∀ q, grad well q = ![2 * q 0, 2 * q 1] := by
    intro q
    ext i
    rw [grad, (hw q).fderiv]
    fin_cases i <;> simp [P] <;> ring
  have hq : ∀ t, HasDerivAt (fun t => ![Real.cos t, Real.sin t])
      ![-Real.sin t, Real.cos t] t := by
    intro t
    refine hasDerivAt_pi.2 fun i => ?_
    fin_cases i
    · exact Real.hasDerivAt_cos t
    · exact Real.hasDerivAt_sin t
  refine ⟨?_, fun q => (hw q).differentiableAt, ?_, ⟨fun t => (hq t).differentiableAt, ?_, ?_⟩, ?_⟩
  · ext i j
    fin_cases i <;> fin_cases j <;> simp
  · intro q
    rw [hg]
    simp [Matrix.mulVec, dotProduct, Fin.sum_univ_succ]
    ring
  · intro t
    rw [(hq t).deriv]
    ext i
    fin_cases i <;> simp
  · intro t
    rw [hg]
    refine hasDerivAt_pi.2 fun i => ?_
    fin_cases i
    · exact ((Real.hasDerivAt_sin t).const_mul (-2)).congr_deriv (by simp)
    · exact ((Real.hasDerivAt_cos t).const_mul 2).congr_deriv (by simp)
  · intro t
    simp [phase, Matrix.mulVec, dotProduct, Fin.sum_univ_succ]
    nlinarith [Real.sin_sq_add_cos_sq t]

/-- The harmonic number `k = -M, …, M` of a Matsubara mode. -/
def harmonic (M : ℕ) (i : Fin (2 * M + 1)) : ℝ := ((i : ℕ) : ℝ) - M

/-- The real Matsubara mode `cos kθ + sin kθ`, with imaginary time measured as an angle `θ`. -/
def mode (M : ℕ) (i : Fin (2 * M + 1)) (θ : ℝ) : ℝ :=
  Real.cos (harmonic M i * θ) + Real.sin (harmonic M i * θ)

/-- The imaginary-time path with mode amplitudes `q`. -/
def path (M : ℕ) (q : Fin (2 * M + 1) → ℝ) (θ : ℝ) : ℝ := ∑ i, q i * mode M i θ

/-- The matrix that couples each mode `k` to the mode `-k` with strength `k`. -/
def generator (M : ℕ) : Matrix (Fin (2 * M + 1)) (Fin (2 * M + 1)) ℝ :=
  Matrix.of fun i j => if j = i.rev then harmonic M j else 0

/-- The force on each mode: the imaginary-time average of `-V'(x(θ))` times the mode. -/
def modeForce (M : ℕ) (V : ℝ → ℝ) (q : Fin (2 * M + 1) → ℝ) (i : Fin (2 * M + 1)) : ℝ :=
  -(1 / (2 * Real.pi)) * ∫ θ in (0 : ℝ)..(2 * Real.pi), deriv V (path M q θ) * mode M i θ

/-- Reversing the mode index changes the sign of the harmonic number. -/
theorem harmonic_rev (M : ℕ) (i : Fin (2 * M + 1)) : harmonic M i.rev = -harmonic M i := by
  have h : (i.rev : ℕ) + (i : ℕ) = 2 * M := by
    rw [Fin.val_rev]
    omega
  have h' : ((i.rev : ℕ) : ℝ) + ((i : ℕ) : ℝ) = 2 * M := by exact_mod_cast h
  unfold harmonic
  linarith

/-- The velocity of the path in imaginary time is the path with mode amplitudes `G q`. -/
theorem path_hasDerivAt (M : ℕ) (q : Fin (2 * M + 1) → ℝ) (θ : ℝ) :
    HasDerivAt (path M q) (path M (generator M *ᵥ q) θ) θ := by
  have hm : ∀ i, HasDerivAt (mode M i) (harmonic M i * mode M i.rev θ) θ := by
    intro i
    have hl : HasDerivAt (fun x => harmonic M i * x) (harmonic M i) θ := by
      simpa using (hasDerivAt_id θ).const_mul (harmonic M i)
    refine HasDerivAt.congr_deriv (hl.cos.add hl.sin) ?_
    simp only [mode, harmonic_rev, neg_mul, Real.cos_neg, Real.sin_neg]
    ring
  have hs : HasDerivAt (fun x => ∑ i, q i * mode M i x)
      (∑ i, q i * (harmonic M i * mode M i.rev θ)) θ :=
    HasDerivAt.fun_sum fun i _ => (hm i).const_mul (q i)
  refine HasDerivAt.congr_deriv hs ?_
  rw [path, ← Equiv.sum_comp Fin.revPerm]
  refine Finset.sum_congr rfl fun i _ => ?_
  simp [generator, Matrix.mulVec, dotProduct]
  ring

/-- In Matsubara dynamics of one coordinate, with any continuously differentiable potential `V` and
the modes `k = -M, …, M` for any `M`, the Matsubara phase is constant along every trajectory. -/
theorem matsubara_phase_conserved (M : ℕ) {V : ℝ → ℝ} (hV : Differentiable ℝ V)
    (hV' : Continuous (deriv V)) {m : ℝ} {q p : ℝ → Fin (2 * M + 1) → ℝ}
    (h : IsTrajectory m (modeForce M V) q p) (t : ℝ) :
    phase (generator M) (q t) (p t) = phase (generator M) (q 0) (p 0) := by
  have hG : (generator M)ᵀ = -generator M := by
    ext i j
    by_cases hij : j = i.rev
    · subst hij
      simp [generator, harmonic_rev]
    · have hji : i ≠ j.rev := fun h' => hij (by rw [h', Fin.rev_rev])
      simp [generator, hij, hji]
  refine (phase_constant_iff hG h).2 (fun s => ?_) t
  generalize q s = x
  have hmc : ∀ i, Continuous (mode M i) := fun i => by unfold mode; fun_prop
  have hpc : ∀ y, Continuous (path M y) := fun y =>
    continuous_finsetSum _ fun i _ => continuous_const.mul (hmc i)
  have hVc : Continuous fun θ => deriv V (path M x θ) := hV'.comp (hpc x)
  -- the path closes after one period
  have hper : path M x (2 * Real.pi) = path M x 0 := by
    refine Finset.sum_congr rfl fun i _ => ?_
    have hk : harmonic M i * (2 * Real.pi) =
        0 + ((((i : ℕ) : ℤ) - (M : ℤ) : ℤ) : ℝ) * (2 * Real.pi) := by
      simp [harmonic]
    rw [mode, mode, hk, Real.cos_add_int_mul_two_pi, Real.sin_add_int_mul_two_pi, mul_zero]
  -- the force paired with `G x` is the integral of a total derivative
  have key : ∑ i, (∫ θ in (0 : ℝ)..(2 * Real.pi), deriv V (path M x θ) * mode M i θ) *
      (generator M *ᵥ x) i = 0 := by
    calc _ = ∫ θ in (0 : ℝ)..(2 * Real.pi),
          ∑ i, deriv V (path M x θ) * mode M i θ * (generator M *ᵥ x) i := by
          have hint : ∀ i ∈ (Finset.univ : Finset (Fin (2 * M + 1))), IntervalIntegrable
              (fun θ => deriv V (path M x θ) * mode M i θ * (generator M *ᵥ x) i)
              MeasureTheory.volume 0 (2 * Real.pi) := fun i _ =>
            ((hVc.mul (hmc i)).mul continuous_const).intervalIntegrable _ _
          rw [intervalIntegral.integral_finsetSum hint]
          simp only [intervalIntegral.integral_mul_const]
      _ = ∫ θ in (0 : ℝ)..(2 * Real.pi),
          deriv V (path M x θ) * path M (generator M *ᵥ x) θ := by
          congr 1
          ext θ
          rw [path, path, Finset.mul_sum]
          exact Finset.sum_congr rfl fun i _ => by ring
      _ = V (path M x (2 * Real.pi)) - V (path M x 0) :=
          intervalIntegral.integral_eq_sub_of_hasDerivAt
            (fun θ _ => (hV _).hasDerivAt.comp θ (path_hasDerivAt M x θ))
            ((hVc.mul (hpc _)).intervalIntegrable _ _)
      _ = 0 := by rw [hper, sub_self]
  simp only [dotProduct, modeForce, mul_assoc (-(1 / (2 * Real.pi)))]
  rw [← Finset.mul_sum, key, mul_zero]

end

end MatsubaraPhase
```

```lean
#print axioms MatsubaraPhase.phase_conserved
#print axioms MatsubaraPhase.matsubara_phase_conserved
```

```
'MatsubaraPhase.phase_conserved' depends on axioms: [propext, Classical.choice, Quot.sound]
'MatsubaraPhase.matsubara_phase_conserved' depends on axioms: [propext, Classical.choice, Quot.sound]
```

## From the product rule to the closed path

`dot_antisymm` is the first identity above. `phase_hasDerivAt` applies the product rule component by component, and its step `kin` removes the kinetic term. `phase_constant_iff` then uses uniqueness of derivatives in one direction and the constancy of a function with zero derivative in the other.

In `shift_invariant_iff`, `hflow` differentiates the matrix exponential and `hd` applies the chain rule, with `fderiv_eq_grad` turning the directional derivative into a scalar product. `phase_conserved` combines the two equivalences, and `phase_conserved_witness` checks the planar orbit.

For the modes, `harmonic_rev` supplies the sign change $k\to-k$, and `path_hasDerivAt` identifies $x'$ with the path of $Gq$. In the last theorem `hper` closes the path, while `key` exchanges sum and integral and applies the fundamental theorem of calculus. Continuity of $V'$ provides the integrability.

## Starting from an averaged potential

The mode force is defined directly. One could instead start from $U_M(q)=\frac1{2\pi}\int_0^{2\pi}V(x(\theta))\,d\theta$ and obtain the same force as $-\nabla U_M$. That would require differentiation under the integral. The closed-path integral above would then supply the orthogonality hypothesis of `phase_conserved`, which would give the invariance of $U_M$ as well as the constant phase.
